# With a singular bond matrix, Hastings' TEBD update can fail to reproduce the two-site block

In Hastings' form of time-evolving block decimation, the left site tensor is updated without dividing by the bond matrix: B^s = ∑_t C^(s,t) (V^t)†, where C is the two-site block and V the right site tensor. The theorem `singular_bond_counterexample` gives a finite example, with one state on the left site and two on the right, in which the bond matrix L = diag(1, 0) is singular. There V is right-canonical and L C^(s,t) = X V^t holds for every s and t with X = (1, 0)ᵀ, yet B^0 V^1 is zero while C^(0,1) = (0, 1)ᵀ. The weighted block L C has unit norm, but L hides the component of C on which the two sides differ. The attempt proves the three claims separately, the first two by checking matrix entries with `simp` and the last by comparing the entry in row 1, column 0.

This version doesn't compile in Lean 4 with Mathlib:

```lean
import Mathlib

open Matrix

namespace TEBDHastingsUpdate

noncomputable section

variable {S T m k n : Type*} [Fintype S] [Fintype T] [Fintype m] [Fintype k] [Fintype n]

/-- The site tensor `V` is right-canonical: `∑ t, V^t (V^t)ᴴ = 1`. -/
def RightCanonical [DecidableEq k] (V : T → Matrix k n ℂ) : Prop :=
  ∑ t, V t * (V t)ᴴ = 1

/-- Hastings' update of the left site tensor: the two-site block `C` is contracted with the
conjugate of the right site tensor `V`. -/
def hastingsUpdate (C : S → T → Matrix m n ℂ) (V : T → Matrix k n ℂ) (s : S) : Matrix m k ℂ :=
  ∑ t, C s t * (V t)ᴴ

/-- A two-site block with a single state on the left site and two on the right site. -/
def singularBlock : Fin 1 → Fin 2 → Matrix (Fin 2) (Fin 1) ℂ := fun _ => ![!![1; 0], !![0; 1]]

/-- A right site tensor with bond dimension one. -/
def singularRight : Fin 2 → Matrix (Fin 1) (Fin 1) ℂ := ![!![1], !![0]]

/-- With the singular bond matrix `diag(1, 0)` the factorisation `L C^(s,t) = X^s V^t` can hold
with `V` right-canonical while `B^s V^t` differs from `C^(s,t)`. -/
theorem singular_bond_counterexample :
    RightCanonical singularRight ∧
      (∀ s t, (!![1, 0; 0, 0] : Matrix (Fin 2) (Fin 2) ℂ) * singularBlock s t
        = (!![1; 0] : Matrix (Fin 2) (Fin 1) ℂ) * singularRight t) ∧
      hastingsUpdate singularBlock singularRight 0 * singularRight 1 ≠ singularBlock 0 1 := by
  refine ⟨?_, ?_, ?_⟩
  · unfold RightCanonical
    ext i j
    fin_cases i <;> fin_cases j <;>
      simp [singularRight, Matrix.mul_apply, Fin.sum_univ_succ]
  · intro s t
    ext i j
    fin_cases t <;> fin_cases i <;> fin_cases j <;>
      simp [singularBlock, singularRight, Matrix.mul_apply, Fin.sum_univ_succ]
  · intro h
    have h10 := congrFun (congrFun h 1) 0
    simp [singularBlock, singularRight, Matrix.mul_apply] at h10

end

end TEBDHastingsUpdate
```

The compiler's answer:

```
Main.lean:34:2: error: unsolved goals
case refine_1.«0».«0»
⊢ (![1] ᵥ* !![1]ᴴ) 0 + (![0] ᵥ* !![0]ᴴ) 0 = 1
Main.lean:37:27: warning: This simp argument is unused:
  Matrix.mul_apply

Hint: Omit it from the simp argument list.
  [apply] simp [singularRight, Fin.sum_univ_succ]

Note: This linter can be disabled with `set_option linter.unusedSimpArgs false`
```

Cause. The error is in the first claim, right-canonicality. The goal left over asks for 1·1 + 0·0 = 1, but its products are stuck as row vectors times conjugate-transposed matrices, written with `ᵥ*`.

`simp` was given `singularRight` together with `Matrix.mul_apply`. The latter needs a product applied to a row and a column index, but here the indices were applied to the whole sum over `t`. Working inside that sum, `simp` unfolded the tensors and rewrote the products of explicit matrices into `ᵥ*` form, which it could not then evaluate. Hence the warning that `Matrix.mul_apply` was unused.

The repair first runs `simp only` without unfolding `singularRight`. `Matrix.sum_apply` takes the indices inside the sum, `Matrix.mul_apply` can then expand each product into entries, `Matrix.conjTranspose_apply` turns the conjugate transpose into conjugated entries, and `Fin.sum_univ_two` writes out the two values of `t`. The final `simp [singularRight]` has only numerical entries to evaluate. Putting the `fin_cases` calls on separate lines is mere tidying, since each index has only one value.

This version goes through:

```diff
@@ -34,6 +34,9 @@
   · unfold RightCanonical
     ext i j
-    fin_cases i <;> fin_cases j <;>
-      simp [singularRight, Matrix.mul_apply, Fin.sum_univ_succ]
+    simp only [Matrix.sum_apply, Matrix.mul_apply, Matrix.conjTranspose_apply,
+      Fin.sum_univ_two]
+    fin_cases i
+    fin_cases j
+    simp [singularRight]
   · intro s t
     ext i j
```
